# Democratic partitioning can fall below the variational bound: a three-site counter-example

On three sites \(i \in \{0,1,2\}\), let \(v_i\) be the unit vector with entry \(+1/\sqrt3\) at site \(i\) and \(-1/\sqrt3\) at the other two, and let \(P_i = v_i v_i^{\mathsf T}\). The democratic matrix
\[
D(i,j) = \tfrac12\,\bigl(P_i(i,j) + P_j(i,j)\bigr)
\]
has trace 1, has the eigenvalue \(-1/3\), and is not positive semidefinite. For the ring Hamiltonian \(H\) with matrix element \(+t > 0\) between neighbours and zero diagonal,
\[
\operatorname{Tr}(HD) = -2t \;<\; -t = \text{least eigenvalue of } H .
\]
Every positive semidefinite matrix \(\gamma\) of trace 1 obeys \(\operatorname{Tr}(H\gamma) \ge -t\). Each \(P_i\) is the density matrix of a pure one-particle state, yet the matrix stitched from them is the density matrix of no state.

## Where a code relies on the bound

Density-matrix embedding assembles a global one-particle density matrix from separately solved fragments by this averaging rule, and the example shows, for one spinless particle, a one-body Hamiltonian and single-site fragments with prescribed matrices, that the assembled energy is not an upper bound to the ground-state energy.

In a code, fragment \(i\) returns row \(i\) of its own matrix, \(R(i,j) = P_i(i,j)\), and the assembly is the symmetrisation `D = 0.5 * (R + R.T)`, which equals the formula above because each \(P_j\) is symmetric. For symmetric \(H\) the energy is then a sum of fragment contributions,
\[
\operatorname{Tr}(HD) = \sum_i E_i, \qquad E_i = \sum_j H(i,j)\,P_i(j,i),
\]
with \(E_i = 2\cdot t\cdot(-1/3) = -2t/3\) here. This rewriting, like the full spectra and several of the limiting cases given further down, is plain algebra without a theorem in the file.

A check on the particle number passes, since \(\operatorname{Tr} D = 1\), and a check that each fragment matrix is idempotent passes too. An assertion that the energy lies above an exact reference fails. So does a routine that reads the eigenvalues of \(D\) as occupation numbers and takes their square roots or logarithms. Computing the lowest eigenvalue of \(D\) after assembly detects the problem here. For several fermions the largest eigenvalue has to be checked as well, since the occupation of a spin orbital cannot exceed 1.

## Derivation

The steps hold for \(N\) sites with the all-to-all Hamiltonian, \(H(a,b) = t\) for \(a \ne b\) and \(H(a,a) = 0\). On three sites every pair is a pair of neighbours, so this is the ring.

Fragment matrices. Let \(s_i(k) = +1\) for \(k = i\) and \(-1\) otherwise, and \(v_i(k) = s_i(k)/\sqrt N\). Then \(P_i(a,b) = s_i(a)s_i(b)/N\), which is symmetric. Each diagonal element is \(1/N\), so \(\operatorname{Tr}P_i = \sum_k v_i(k)^2 = 1\), and
\[
(P_i^2)(a,b) = v_i(a)\Bigl(\sum_k v_i(k)^2\Bigr)v_i(b) = P_i(a,b).
\]

Elements of \(D\). On the diagonal, \(D(a,a) = P_a(a,a) = 1/N\). For \(a \ne b\), \(P_a(a,b) = (+1)(-1)/N\) and \(P_b(a,b) = (-1)(+1)/N\), so \(D(a,b) = -1/N\). Hence \(\operatorname{Tr}D = N\cdot(1/N) = 1\). With \(\mathbf 1\) the vector of all ones, whose normalised form is \(\mathbf 1/\sqrt N\),
\[
(D\mathbf 1)_a = \frac{1 - (N-1)}{N} = \frac{2-N}{N},
\]
which is \(-1/3\) for \(N = 3\).

Energy. Each of the \(N(N-1)\) ordered pairs of distinct sites contributes \(t\cdot(-1/N)\):
\[
\operatorname{Tr}(HD) = \sum_{a,b} H(a,b)\,D(b,a) = -(N-1)\,t .
\]

Least eigenvalue of \(H\), for \(t \ge 0\) and \(N \ge 2\). For any vector \(v\) with component sum \(S = \sum_b v_b\), one has \((Hv)_a = tS - t v_a\). With \(e_a\) the unit vector on site \(a\), the vector \(e_a - e_b\) for \(a \ne b\), normalised as \((e_a - e_b)/\sqrt2\), has \(S = 0\) and therefore eigenvalue \(-t\). Suppose \(Hv = \mu v\) with \(\mu < -t\). Summing \(tS - tv_a = \mu v_a\) over \(a\) gives \(NtS - tS = \mu S\), that is \(S\,(\mu + t - Nt) = 0\). The bracket is negative because \(\mu + t < 0\) and \(Nt \ge 0\), so \(S = 0\). The eigenvalue equation becomes \((\mu + t)v_a = 0\) for every \(a\), and \(v = 0\).

Variational bound, for \(t \ge 0\). The same row formula applied to column \(a\) of \(\gamma\) gives
\[
\operatorname{Tr}(H\gamma) = \sum_a\Bigl(t\sum_b \gamma(b,a) - t\,\gamma(a,a)\Bigr) = t\,\mathbf 1^{\mathsf T}\gamma\,\mathbf 1 - t\operatorname{Tr}\gamma \;\ge\; -t
\]
for \(\gamma\) positive semidefinite with trace 1. At \(N = 3\) and \(t > 0\), \(D\) has trace 1 and energy \(-2t < -t\), so it is not positive semidefinite.

In spectral terms, at \(N = 3\) the uniform orbital has energy \(2t\) and weight \(-1/3\) in \(D\), and the two orbitals with zero component sum have energy \(-t\) and weight \(2/3\) each. The negative weight sits on the highest orbital: \(2t\cdot(-\tfrac13) + 2\cdot(-t)\cdot\tfrac23 = -2t\).

## The Lean file

```lean
import Mathlib

open Matrix

namespace DemocraticPartitioning

noncomputable section

variable {ι : Type*} [Fintype ι] [DecidableEq ι]

/-- Orbital of fragment `i` on `N` sites: amplitude `1/√N` on site `i`, `-1/√N` elsewhere. -/
def fragVec (i : ι) : ι → ℝ :=
  fun k => (if k = i then 1 else -1) / Real.sqrt (Fintype.card ι)

/-- One-particle density matrix `|v_i⟩⟨v_i|` of fragment `i`. -/
def fragProj (i : ι) : Matrix ι ι ℝ := vecMulVec (fragVec i) (fragVec i)

/-- Democratic partitioning: the element `(i, j)` of the global matrix is the average of the
elements `(i, j)` of the matrices of fragments `i` and `j`. -/
def democratic {ι : Type*} (P : ι → Matrix ι ι ℝ) : Matrix ι ι ℝ :=
  Matrix.of fun i j => (P i i j + P j i j) / 2

/-- The democratic matrix assembled from the fragment matrices `|v_i⟩⟨v_i|`. -/
def stitched (ι : Type*) [Fintype ι] [DecidableEq ι] : Matrix ι ι ℝ :=
  democratic fun i : ι => fragProj i

/-- Hamiltonian with hopping `t` between every pair of distinct sites and no on-site term. -/
def hopping (ι : Type*) [DecidableEq ι] (t : ℝ) : Matrix ι ι ℝ :=
  Matrix.of fun i j => if i = j then 0 else t

/-- Three-site ring with hopping `t` between cyclic neighbours. -/
def ringHamiltonian (t : ℝ) : Matrix (Fin 3) (Fin 3) ℝ :=
  Matrix.of fun i j => if j = i + 1 ∨ i = j + 1 then t else 0

/-- One-body energy `Tr (H γ)`. -/
def energy {ι : Type*} [Fintype ι] (H γ : Matrix ι ι ℝ) : ℝ := trace (H * γ)

/-- The real eigenvalues of a matrix. -/
def eigenvalues {ι : Type*} [Fintype ι] (H : Matrix ι ι ℝ) : Set ℝ :=
  {μ | ∃ v : ι → ℝ, v ≠ 0 ∧ H *ᵥ v = μ • v}

/-- A row with `x` on the diagonal and `y` elsewhere sums to `x + (N - 1) y`. -/
theorem sum_row (a : ι) (x y : ℝ) :
    ∑ b, (if a = b then x else y) = x + ((Fintype.card ι : ℝ) - 1) * y := by
  have h : ∀ b, (if a = b then x else y) = y + if a = b then x - y else 0 := by
    intro b
    split_ifs <;> ring
  rw [Finset.sum_congr rfl (fun b _ => h b), Finset.sum_add_distrib, Finset.sum_ite_eq]
  simp only [Finset.sum_const, Finset.card_univ, nsmul_eq_mul, Finset.mem_univ, if_true]
  ring

/-- Action of the all-to-all Hamiltonian: `(H f)_a = t ∑_b f_b - t f_a`. -/
theorem hopping_row (t : ℝ) (a : ι) (f : ι → ℝ) :
    ∑ b, hopping ι t a b * f b = t * ∑ b, f b - t * f a := by
  have h : ∀ b, hopping ι t a b * f b = t * f b - if a = b then t * f b else 0 := by
    intro b
    simp only [hopping, of_apply]
    split_ifs <;> ring
  simp only [h, Finset.sum_sub_distrib, Finset.sum_ite_eq, Finset.mem_univ, if_true,
    Finset.mul_sum]

/-- The elements of a fragment matrix are products of two signs divided by `N`. -/
theorem fragProj_apply (i a b : ι) :
    fragProj i a b =
      (if a = i then 1 else -1) * (if b = i then 1 else -1) / (Fintype.card ι : ℝ) := by
  simp only [fragProj, vecMulVec_apply, fragVec]
  rw [div_mul_div_comm, Real.mul_self_sqrt (Nat.cast_nonneg _)]

/-- Each fragment matrix is symmetric, idempotent and of trace one. -/
theorem fragProj_pure (i : ι) :
    (fragProj i)ᵀ = fragProj i ∧ fragProj i * fragProj i = fragProj i ∧
      trace (fragProj i) = 1 := by
  have : Nonempty ι := ⟨i⟩
  have hN : (Fintype.card ι : ℝ) ≠ 0 := Nat.cast_ne_zero.mpr Fintype.card_ne_zero
  have hd : ∀ k, fragProj i k k = 1 / (Fintype.card ι : ℝ) := by
    intro k
    rw [fragProj_apply]
    split_ifs <;> ring
  -- the fragment orbital is normalised
  have hnorm : ∑ k, fragProj i k k = 1 := by
    simp only [hd, Finset.sum_const, Finset.card_univ, nsmul_eq_mul]
    exact mul_one_div_cancel hN
  refine ⟨?_, ?_, hnorm⟩
  · ext a b
    simp only [transpose_apply, fragProj, vecMulVec_apply]
    ring
  · ext a b
    calc (fragProj i * fragProj i) a b = fragProj i a b * ∑ k, fragProj i k k := by
          rw [mul_apply, Finset.mul_sum]
          refine Finset.sum_congr rfl fun k _ => ?_
          simp only [fragProj, vecMulVec_apply]
          ring
      _ = fragProj i a b := by rw [hnorm, mul_one]

/-- The democratic matrix has `1/N` on the diagonal and `-1/N` off the diagonal. -/
theorem stitched_apply (a b : ι) :
    stitched ι a b = (if a = b then 1 else -1) / (Fintype.card ι : ℝ) := by
  by_cases h : a = b
  · subst h
    simp only [stitched, democratic, of_apply, fragProj_apply, if_true]
    ring
  · have h' : ¬ b = a := fun e => h e.symm
    simp only [stitched, democratic, of_apply, fragProj_apply, h, h', if_true, if_false]
    ring

/-- The democratic matrix has trace one and multiplies the uniform vector by `(2 - N)/N`. -/
theorem stitched_trace_eigen [Nonempty ι] :
    trace (stitched ι) = 1 ∧
      stitched ι *ᵥ (1 : ι → ℝ) =
        ((2 - (Fintype.card ι : ℝ)) / Fintype.card ι) • (1 : ι → ℝ) := by
  have hN : (Fintype.card ι : ℝ) ≠ 0 := Nat.cast_ne_zero.mpr Fintype.card_ne_zero
  constructor
  · simp only [trace, diag_apply, stitched_apply, if_true, Finset.sum_const,
      Finset.card_univ, nsmul_eq_mul]
    exact mul_one_div_cancel hN
  · ext a
    simp only [mulVec, dotProduct, stitched_apply, Pi.smul_apply, Pi.one_apply, smul_eq_mul,
      mul_one]
    rw [← Finset.sum_div, sum_row]
    ring

/-- With all-to-all hopping `t` the democratic matrix has energy `-(N - 1) t`. -/
theorem stitched_energy [Nonempty ι] (t : ℝ) :
    energy (hopping ι t) (stitched ι) = -((Fintype.card ι : ℝ) - 1) * t := by
  have hN : (Fintype.card ι : ℝ) ≠ 0 := Nat.cast_ne_zero.mpr Fintype.card_ne_zero
  -- every ordered pair of distinct sites contributes `-t/N`
  have h : ∀ a b, hopping ι t a b * stitched ι b a =
      if a = b then 0 else -t / (Fintype.card ι : ℝ) := by
    intro a b
    by_cases h : a = b
    · subst h
      simp [hopping]
    · have h' : ¬ b = a := fun e => h e.symm
      simp only [hopping, of_apply, stitched_apply, h, h', if_false]
      ring
  simp only [energy, trace, diag_apply, mul_apply, h, sum_row, Finset.sum_const,
    Finset.card_univ, nsmul_eq_mul]
  field_simp
  ring

/-- On at least two sites and for `t ≥ 0`, the least eigenvalue of the all-to-all
Hamiltonian is `-t`. -/
theorem hopping_least_eigenvalue [Nontrivial ι] {t : ℝ} (ht : 0 ≤ t) :
    IsLeast (eigenvalues (hopping ι t)) (-t) := by
  constructor
  · obtain ⟨a, b, hab⟩ := exists_pair_ne ι
    refine ⟨fun k => (if a = k then 1 else 0) - (if b = k then 1 else 0), fun h => ?_, ?_⟩
    · have := congrFun h a
      simp [hab.symm] at this
    · ext k
      simp only [mulVec, dotProduct, hopping_row, Pi.smul_apply, smul_eq_mul,
        Finset.sum_sub_distrib, Finset.sum_ite_eq, Finset.mem_univ, if_true]
      ring
  · rintro μ ⟨v, hv, h⟩
    by_contra hlt
    have hlt : μ < -t := not_le.mp hlt
    have ha : ∀ a, t * ∑ b, v b - t * v a = μ * v a := fun a => by
      have := congrFun h a
      simp only [mulVec, dotProduct, hopping_row, Pi.smul_apply, smul_eq_mul] at this
      exact this
    -- summing the eigenvalue equation over sites forces `∑ v = 0`
    have hs : ∑ a, (t * ∑ b, v b - t * v a) = ∑ a, μ * v a :=
      Finset.sum_congr rfl fun a _ => ha a
    simp only [Finset.sum_sub_distrib, Finset.sum_const, Finset.card_univ, nsmul_eq_mul,
      ← Finset.mul_sum] at hs
    have hp : (∑ b, v b) * (μ + t - (Fintype.card ι : ℝ) * t) = 0 := by
      linear_combination -hs
    have hN : 0 ≤ (Fintype.card ι : ℝ) * t := mul_nonneg (Nat.cast_nonneg _) ht
    have hS : ∑ b, v b = 0 := (mul_eq_zero.mp hp).resolve_right (by linarith)
    apply hv
    funext a
    have h1 := ha a
    rw [hS] at h1
    have h2 : (μ + t) * v a = 0 := by linear_combination -h1
    exact (mul_eq_zero.mp h2).resolve_left (by linarith)

/-- For all-to-all hopping `t ≥ 0`, every positive semidefinite matrix of trace one has
energy at least `-t`. -/
theorem variational_bound {t : ℝ} (ht : 0 ≤ t) {γ : Matrix ι ι ℝ} (hγ : γ.PosSemidef)
    (htr : trace γ = 1) : -t ≤ energy (hopping ι t) γ := by
  have hp := hγ.dotProduct_mulVec_nonneg (1 : ι → ℝ)
  simp only [dotProduct, mulVec, Pi.star_apply, Pi.one_apply, star_trivial, one_mul,
    mul_one] at hp
  have hc : ∑ a, ∑ b, γ a b = ∑ b, ∑ a, γ a b :=
    Finset.sum_comm (f := fun a b => γ a b)
  have hp' : 0 ≤ ∑ b, ∑ a, γ a b := le_of_le_of_eq hp hc
  have htr' : ∑ a, γ a a = 1 := htr
  -- `Tr (H γ) = t ∑ γ_ab - t Tr γ`
  have hE : energy (hopping ι t) γ = ∑ a, (t * ∑ b, γ b a - t * γ a a) := by
    show ∑ a, ∑ b, hopping ι t a b * γ b a = _
    exact Finset.sum_congr rfl fun a _ => hopping_row t a (fun b => γ b a)
  have h1 : t * ∑ a, ∑ b, γ b a = ∑ a, t * ∑ b, γ b a := Finset.mul_sum _ _ _
  have h2 : t * ∑ a, γ a a = ∑ a, t * γ a a := Finset.mul_sum _ _ _
  rw [hE, Finset.sum_sub_distrib, ← h1, ← h2, htr']
  have := mul_nonneg ht hp'
  linarith

/-- On three sites the democratic matrix has trace one, multiplies the uniform vector by `-1/3`
and is not positive semidefinite. On the ring with hopping `t > 0` its energy is `-2t`, strictly
below the least eigenvalue `-t` of the ring. -/
theorem three_site_counterexample {t : ℝ} (ht : 0 < t) :
    trace (stitched (Fin 3)) = 1 ∧
    stitched (Fin 3) *ᵥ (1 : Fin 3 → ℝ) = (-1 / 3 : ℝ) • (1 : Fin 3 → ℝ) ∧
    ¬ (stitched (Fin 3)).PosSemidef ∧
    energy (ringHamiltonian t) (stitched (Fin 3)) = -2 * t ∧
    IsLeast (eigenvalues (ringHamiltonian t)) (-t) ∧
    energy (ringHamiltonian t) (stitched (Fin 3)) < -t := by
  -- on three sites all distinct sites are neighbours
  have hnb : ∀ i j : Fin 3, (j = i + 1 ∨ i = j + 1) ↔ ¬ i = j := by decide
  have hr : ringHamiltonian t = hopping (Fin 3) t := by
    ext i j
    simp only [ringHamiltonian, hopping, of_apply, hnb, ite_not]
  have c : (Fintype.card (Fin 3) : ℝ) = 3 := by simp
  have q : ((2 : ℝ) - 3) / 3 = -1 / 3 := by norm_num
  obtain ⟨htr, he⟩ := stitched_trace_eigen (ι := Fin 3)
  have hE := stitched_energy (ι := Fin 3) t
  rw [c] at hE
  rw [c, q] at he
  rw [hr]
  refine ⟨htr, he, fun hp => ?_, by linarith, hopping_least_eigenvalue ht.le, by linarith⟩
  have := variational_bound ht.le hp htr
  linarith

end

end DemocraticPartitioning
```

```lean
#print axioms DemocraticPartitioning.fragProj_pure
-- 'DemocraticPartitioning.fragProj_pure' depends on axioms: [propext, Classical.choice, Quot.sound]
#print axioms DemocraticPartitioning.three_site_counterexample
-- 'DemocraticPartitioning.three_site_counterexample' depends on axioms: [propext, Classical.choice, Quot.sound]
```

## The statement in words

Sites form a finite type `ι` with \(N\) equal to `Fintype.card ι`, and all matrices are real. The objects \(v_i\), \(P_i\), \(D\) are `fragVec i`, `fragProj i` and `stitched ι`, while `democratic` is the averaging rule for an arbitrary family with one matrix per site. In `ringHamiltonian t` the sites are `Fin 3` and `i + 1` is taken modulo 3. The matrix element is \(+t\), so \(t > 0\) corresponds to the sign opposite to the convention that writes \(-t\) for a bond. The function `energy H γ` is \(\operatorname{Tr}(H\gamma)\) with no spin factor. The set `eigenvalues H` holds the real \(\mu\) with a nonzero real eigenvector, which loses nothing for a real symmetric matrix. `IsLeast` says that \(-t\) belongs to this set and is below or equal to all its members. `PosSemidef` means symmetric with \(x^{\mathsf T}\gamma x \ge 0\) for all \(x\).

Under the single hypothesis `0 < t`, `three_site_counterexample` states six things: the trace of \(D\) is 1; \(D\mathbf 1 = -\tfrac13\mathbf 1\), with `(1 : Fin 3 → ℝ)` the unnormalised vector \((1,1,1)\); \(D\) is not positive semidefinite; the energy is \(-2t\); the least eigenvalue of the ring is \(-t\); and the energy is strictly below \(-t\).

## The proof

Two lemmas do the summations. `sum_row` adds a row with \(x\) on the diagonal and \(y\) elsewhere to \(x + (N-1)y\), by writing each entry as \(y\) plus a diagonal correction. `hopping_row` is \((Hv)_a = tS - tv_a\), obtained the same way.

`fragProj_apply` is the sign formula for \(P_i(a,b)\), using \(\sqrt N\sqrt N = N\). In `fragProj_pure`, `hnorm` is the normalisation of \(v_i\), which serves as the trace and closes the `calc` step for idempotency. `stitched_apply` splits into \(a = b\) and \(a \ne b\). `stitched_trace_eigen` and `stitched_energy` insert these elements and apply `sum_row`, the latter after `h` has reduced each product \(H(a,b)D(b,a)\) to \(0\) or \(-t/N\).

`hopping_least_eigenvalue` first supplies \(e_a - e_b\). It then argues by contradiction: `hs` is the summed eigenvalue equation, `hp` its factored form, `hS` the conclusion \(S = 0\), and `h2` the equation \((\mu+t)v_a = 0\). In `variational_bound`, `hp` is \(\mathbf 1^{\mathsf T}\gamma\mathbf 1 \ge 0\) and `hE` is the column-by-column form of the energy.

The final theorem checks the nine pairs of sites by `decide` in `hnb`, identifies the ring with `hopping (Fin 3) t` in `hr`, and sets \(N = 3\). The failure of positivity is derived from `variational_bound` and the energy, not from the negative eigenvalue.

## Reach of the result

The theorems refute two general claims about the averaging rule: that it carries pure fragment density matrices into a positive semidefinite matrix, and that the resulting one-body energy respects the variational bound. The purity of the fragments is the separate theorem `fragProj_pure` and is not among the six statements.

The matrices \(P_i\) are prescribed. No bath, embedding Hamiltonian or self-consistency loop appears, so nothing is established about whether a given embedding scheme produces these matrices, or about the size of a violation in a converged run. There is no interaction, no two-particle density matrix and no fragment of several sites. The theorems for general \(N\) concern all-to-all hopping, not longer rings, and the strict inequality is stated for \(N = 3\) only.

## Small cases when a condition is removed

Sign of \(t\). At \(t = 0\) the energy is \(0\) and equals the bound, so the strict inequality fails. At \(t = -1\) on three sites the uniform orbital has energy \(2t = -2\), below \(-t = 1\): the value \(-t\) is no longer the least eigenvalue, and the projector on \(\mathbf 1/\sqrt3\) violates the inequality of `variational_bound`. The matrix \(D\) then has energy \(+2\), above the ground state.

Trace. The projector on the plane of vectors with zero component sum is positive semidefinite with trace 2 and has energy \(-2t\), the ground-state energy of two spinless particles. The bound \(-t\) belongs to trace 1.

Number of sites. For \(N = 2\), \(D\) is the projector on \((e_0 - e_1)/\sqrt2\), its eigenvalue on \(\mathbf 1\) is \(0\), and its energy \(-t\) meets the bound. For \(N = 1\), \(H = 0\) has the sole eigenvalue \(0\), which differs from \(-t\) when \(t > 0\); `Nontrivial ι` excludes this case.

Agreement of fragments. If all fragments return one and the same matrix \(\gamma\), the rule gives \(D = \gamma\), and positivity is inherited. In the example the fragments disagree: for \(a \ne b\), the elements \(P_a(a,b)\) and \(P_b(a,b)\) that enter \(D\) are \(-1/3\), while the third fragment assigns \(+1/3\) to the same element.
